# The Bopp shift x → x − a p_y, y → y + a p_x raises θ in [x, y] = iθ by 2aħ

Take a plane whose coordinates satisfy [X, Y] = iθ, whose momenta commute with each other, and whose position–momentum commutators are the canonical ones. The theorem says that X − a p_y and Y + a p_x, with the same momenta, satisfy the same relations with θ replaced by θ + 2aħ. The setting is purely algebraic: the operators are elements of any ring that is an algebra over ℂ, and ħ, θ and a are arbitrary complex numbers. The attempt splits the claim into its six commutation relations, expands the products in all of them with one `simp only` call, and then derives each relation from those of the original plane.

The failing Lean file:

```lean
import Mathlib

open Complex

namespace BoppShift

noncomputable section

variable {A : Type*} [Ring A] [Algebra ℂ A]

/-- The commutation relations of a plane with coordinates `X`, `Y` and momenta `px`, `py`,
where `[X, Y] = i θ`. For `θ = 0` these are two ordinary canonical pairs. -/
structure IsPlane (ħ θ : ℂ) (X Y px py : A) : Prop where
  XY : X * Y - Y * X = (I * θ) • (1 : A)
  Xpx : X * px - px * X = (I * ħ) • (1 : A)
  Ypy : Y * py - py * Y = (I * ħ) • (1 : A)
  Xpy : X * py - py * X = 0
  Ypx : Y * px - px * Y = 0
  pp : px * py - py * px = 0

/-- The shifted first coordinate `x - a p_y`. -/
def boppX (a : ℂ) (x py : A) : A := x - a • py

/-- The shifted second coordinate `y + a p_x`. -/
def boppY (a : ℂ) (y px : A) : A := y + a • px

/-- A Bopp shift by `a` raises the noncommutativity parameter by `2 a ħ` and keeps all
other commutation relations. -/
theorem IsPlane.shift {ħ θ : ℂ} {X Y px py : A} (h : IsPlane ħ θ X Y px py) (a : ℂ) :
    IsPlane ħ (θ + 2 * a * ħ) (boppX a X py) (boppY a Y px) px py := by
  constructor <;>
    simp only [boppX, boppY, sub_mul, mul_sub, add_mul, mul_add, smul_mul_assoc,
      mul_smul_comm]
  · -- both mixed position-momentum commutators contribute `i a ħ`
    linear_combination (norm := module) h.XY + a • h.Xpx + a • h.Ypy + (a * a) • h.pp
  · linear_combination (norm := module) h.Xpx + a • h.pp
  · linear_combination (norm := module) h.Ypy + a • h.pp
  · linear_combination (norm := module) h.Xpy
  · linear_combination (norm := module) h.Ypx
  · exact h.pp

end

end BoppShift
```

The error:

```
Main.lean:32:4: error: `simp` made no progress
Main.lean:29:8: error: (kernel) declaration has metavariables 'BoppShift.IsPlane.shift'
```

As a diff, the version that Lean accepts:

```diff
@@ -29,5 +29,5 @@
 theorem IsPlane.shift {ħ θ : ℂ} {X Y px py : A} (h : IsPlane ħ θ X Y px py) (a : ℂ) :
     IsPlane ħ (θ + 2 * a * ħ) (boppX a X py) (boppY a Y px) px py := by
-  constructor <;>
+  refine ⟨?_, ?_, ?_, ?_, ?_, h.pp⟩ <;>
     simp only [boppX, boppY, sub_mul, mul_sub, add_mul, mul_add, smul_mul_assoc,
       mul_smul_comm]
@@ -38,5 +38,4 @@
   · linear_combination (norm := module) h.Xpy
   · linear_combination (norm := module) h.Ypx
-  · exact h.pp
 
 end
```

What went wrong. `constructor` produces six goals, and `<;>` runs the `simp only` call on every one of them. The first five contain a shifted coordinate, so there is something to unfold and expand. The sixth is `px * py - py * px = 0`, which the shift does not touch. It contains neither `boppX` nor `boppY`, and no product in it has a sum, a difference or a scalar multiple as a factor, so none of the listed lemmas applies. `simp only` fails when it changes nothing, which is the first error. The second follows from it: the proof was left with unfilled holes, and the kernel rejected it.

The repair gives the sixth relation at once, as `h.pp` inside the `refine`, which leaves only the five goals where `simp only` has work to do. The closing `exact h.pp` has to go as well, since no goal remains for it.
